# The best convergence exponent in a two-exponential error model of the transient estimate

Suppose that a projection over imaginary time $t$ with $M$ samples has the error $e^{-t}+e^{t}/\sqrt M$. The product of the two terms is $M^{-1/2}$ at every $t$, so they can't both lie below $M^{-1/4}$, and at $t=\tfrac14\ln M$ both are equal to it.

```lean
import Mathlib

open Filter

namespace TransientEstimate

noncomputable section

/-- Model error of a transient estimate at projection time `t` with `M > 0` samples: a systematic
part decaying with the gap `g` plus a statistical part growing with the fermion-boson energy
difference `D`. -/
def transientError (g D M t : ℝ) : ℝ :=
  Real.exp (-(g * t)) + Real.exp (D * t) / √M

/-- The exponent `g / (2 (g + D))`, for `g + D ≠ 0`. -/
def rate (g D : ℝ) : ℝ := g / (2 * (g + D))

/-- The projection time `ln M / (2 (g + D))`, for `M > 0` and `g + D ≠ 0`. -/
def balanceTime (g D M : ℝ) : ℝ := Real.log M / (2 * (g + D))

/-- The time shift `ln (g / D) / (g + D)`, for `g, D > 0`. -/
def optimalShift (g D : ℝ) : ℝ := Real.log (g / D) / (g + D)

/-- Measured from the balance time, the error is a power of the sample number times a function
of the time shift that does not involve the sample number. -/
theorem transientError_scaling {g D M : ℝ} (hg : 0 < g) (hD : 0 < D) (hM : 0 < M) (s : ℝ) :
    transientError g D M (balanceTime g D M + s) =
      M ^ (-rate g D) * (Real.exp (-(g * s)) + Real.exp (D * s)) := by
  have key : g / (2 * (g + D)) + D / (2 * (g + D)) = 1 / 2 := by
    rw [← add_div, div_eq_iff (by positivity)]
    ring
  -- the systematic part
  have h1 : Real.exp (-(g * (balanceTime g D M + s))) =
      M ^ (-rate g D) * Real.exp (-(g * s)) := by
    rw [Real.rpow_def_of_pos hM, ← Real.exp_add]
    congr 1
    unfold balanceTime rate
    ring
  -- the statistical part
  have h2 : Real.exp (D * (balanceTime g D M + s)) / √M =
      M ^ (-rate g D) * Real.exp (D * s) := by
    rw [Real.sqrt_eq_rpow, Real.rpow_def_of_pos hM, Real.rpow_def_of_pos hM,
      ← Real.exp_sub, ← Real.exp_add]
    congr 1
    unfold balanceTime rate
    linear_combination Real.log M * key
  unfold transientError
  rw [h1, h2]
  ring

/-- At every projection time the error exceeds `M ^ (-g / (2 (g + D)))`. -/
theorem rpow_lt_transientError {g D M : ℝ} (hg : 0 < g) (hD : 0 < D) (hM : 0 < M) (t : ℝ) :
    M ^ (-rate g D) < transientError g D M t := by
  have h := transientError_scaling hg hD hM (t - balanceTime g D M)
  rw [add_sub_cancel] at h
  rw [h]
  generalize t - balanceTime g D M = s
  apply lt_mul_of_one_lt_right (Real.rpow_pos_of_pos hM _)
  -- before the balance time the first term is at least one, after it the second
  rcases le_total s 0 with hs | hs
  · have h1 : 1 ≤ Real.exp (-(g * s)) :=
      Real.one_le_exp (by nlinarith [mul_nonneg hg.le (neg_nonneg.2 hs)])
    linarith [Real.exp_pos (D * s)]
  · have h1 : 1 ≤ Real.exp (D * s) := Real.one_le_exp (mul_nonneg hD.le hs)
    linarith [Real.exp_pos (-(g * s))]

/-- At the balance time the error is exactly twice `M ^ (-g / (2 (g + D)))`. -/
theorem transientError_balanceTime {g D M : ℝ} (hg : 0 < g) (hD : 0 < D) (hM : 0 < M) :
    transientError g D M (balanceTime g D M) = 2 * M ^ (-rate g D) := by
  have h := transientError_scaling hg hD hM 0
  rw [add_zero] at h
  rw [h, mul_zero, mul_zero, neg_zero, Real.exp_zero]
  ring

/-- Projection times can be chosen, one for each sample number `M`, so that the error is bounded
by a constant times `M ^ (-a)` if and only if `a ≤ g / (2 (g + D))`. -/
theorem convergence_exponent {g D : ℝ} (hg : 0 < g) (hD : 0 < D) (a : ℝ) :
    (∃ (C : ℝ) (t : ℕ → ℝ), ∀ M : ℕ, 1 ≤ M →
      transientError g D M (t M) ≤ C * (M : ℝ) ^ (-a)) ↔ a ≤ rate g D := by
  constructor
  · rintro ⟨C, t, h⟩
    by_contra ha
    have hpos : 0 < a - rate g D := sub_pos.2 (not_le.1 ha)
    -- a faster rate would keep a growing power of M below C
    have hlim : Tendsto (fun M : ℕ => (M : ℝ) ^ (a - rate g D)) atTop atTop :=
      (tendsto_rpow_atTop hpos).comp tendsto_natCast_atTop_atTop
    obtain ⟨M, hC, hM⟩ :=
      ((hlim.eventually (eventually_gt_atTop C)).and (eventually_ge_atTop 1)).exists
    have hM0 : (0 : ℝ) < M := by exact_mod_cast hM
    have hsplit : (M : ℝ) ^ (-rate g D) = (M : ℝ) ^ (a - rate g D) * (M : ℝ) ^ (-a) := by
      rw [← Real.rpow_add hM0]
      congr 1
      ring
    have h1 := rpow_lt_transientError hg hD hM0 (t M)
    have h2 := mul_lt_mul_of_pos_right hC (Real.rpow_pos_of_pos hM0 (-a))
    linarith [h M hM]
  · intro ha
    refine ⟨2, fun M => balanceTime g D M, fun M hM => ?_⟩
    have hM1 : (1 : ℝ) ≤ M := by exact_mod_cast hM
    rw [transientError_balanceTime hg hD (by linarith)]
    have h1 : (M : ℝ) ^ (-rate g D) ≤ (M : ℝ) ^ (-a) :=
      Real.rpow_le_rpow_of_exponent_le hM1 (neg_le_neg ha)
    linarith

/-- The exponent `g / (2 (g + D))` is smaller than one half. -/
theorem rate_lt_half {g D : ℝ} (hg : 0 < g) (hD : 0 < D) : rate g D < 1 / 2 := by
  unfold rate
  rw [div_lt_iff₀ (by positivity)]
  linarith

/-- At the optimal shift the statistical factor is `g / D` times the systematic factor. -/
theorem exp_optimalShift {g D : ℝ} (hg : 0 < g) (hD : 0 < D) :
    Real.exp (D * optimalShift g D) = Real.exp (-(g * optimalShift g D)) * (g / D) := by
  have hc : optimalShift g D * (g + D) = Real.log (g / D) :=
    div_mul_cancel₀ _ (by positivity)
  have h : D * optimalShift g D = -(g * optimalShift g D) + Real.log (g / D) := by
    linear_combination hc
  rw [h, Real.exp_add, Real.exp_log (div_pos hg hD)]

/-- No projection time gives a smaller error than the balance time plus the optimal shift. -/
theorem transientError_min {g D M : ℝ} (hg : 0 < g) (hD : 0 < D) (hM : 0 < M) (t : ℝ) :
    transientError g D M (balanceTime g D M + optimalShift g D) ≤ transientError g D M t := by
  have h := transientError_scaling hg hD hM (t - balanceTime g D M)
  rw [add_sub_cancel] at h
  rw [h, transientError_scaling hg hD hM]
  apply mul_le_mul_of_nonneg_left _ (Real.rpow_pos_of_pos hM _).le
  obtain ⟨u, hu⟩ : ∃ u, t - balanceTime g D M = optimalShift g D + u :=
    ⟨t - balanceTime g D M - optimalShift g D, by ring⟩
  have hbal : D * Real.exp (D * optimalShift g D) =
      g * Real.exp (-(g * optimalShift g D)) := by
    rw [exp_optimalShift hg hD]
    field_simp
  rw [hu, mul_add, mul_add, neg_add, Real.exp_add, Real.exp_add]
  -- tangent lines of both exponentials; their slopes cancel
  have h1 := mul_le_mul_of_nonneg_left (Real.add_one_le_exp (-(g * u)))
    (Real.exp_pos (-(g * optimalShift g D))).le
  have h2 := mul_le_mul_of_nonneg_left (Real.add_one_le_exp (D * u))
    (Real.exp_pos (D * optimalShift g D)).le
  have h3 : u * (D * Real.exp (D * optimalShift g D)) =
      u * (g * Real.exp (-(g * optimalShift g D))) := by rw [hbal]
  nlinarith [h1, h2, h3]

/-- The error at the balance time plus the optimal shift, with its prefactor in terms of
`g / D`. -/
theorem transientError_min_value {g D M : ℝ} (hg : 0 < g) (hD : 0 < D) (hM : 0 < M) :
    transientError g D M (balanceTime g D M + optimalShift g D) =
      (1 + g / D) * (g / D) ^ (-(g / (g + D))) * M ^ (-rate g D) := by
  have h : (g / D) ^ (-(g / (g + D))) = Real.exp (-(g * optimalShift g D)) := by
    rw [Real.rpow_def_of_pos (div_pos hg hD)]
    congr 1
    unfold optimalShift
    ring
  rw [transientError_scaling hg hD hM, exp_optimalShift hg hD, h]
  ring

end

end TransientEstimate
```

```lean
#print axioms TransientEstimate.convergence_exponent
#print axioms TransientEstimate.rate_lt_half
#print axioms TransientEstimate.transientError_min
#print axioms TransientEstimate.transientError_min_value
```

```
'TransientEstimate.convergence_exponent' depends on axioms: [propext, Classical.choice, Quot.sound]
'TransientEstimate.rate_lt_half' depends on axioms: [propext, Classical.choice, Quot.sound]
'TransientEstimate.transientError_min' depends on axioms: [propext, Classical.choice, Quot.sound]
'TransientEstimate.transientError_min_value' depends on axioms: [propext, Classical.choice, Quot.sound]
```

## Two energies and two competing errors

The transient estimate projects an antisymmetric trial function towards the fermionic ground state by applying $e^{-tH}$, with no nodal constraint. Its samples carry signs. Two energy differences control how well this works.

The first is the gap $g$ between the fermionic ground state and the lowest excited fermionic state that the trial function contains. Contamination by that state dies out as $e^{-gt}$, which gives the systematic part of the error. The second is $D$, the difference between the fermionic and the bosonic ground-state energies. The sampled distribution relaxes towards the bosonic ground state, and the average sign decays as $e^{-Dt}$. With $M$ independent samples the relative noise is therefore of order $e^{Dt}/\sqrt M$.

In units with $\hbar=1$ and with both prefactors set to one, the model error is

$$\mathrm{err}(t)=e^{-gt}+\frac{e^{Dt}}{\sqrt M}.$$

This is `transientError g D M t`. The file takes this formula as its starting point and does not derive it from a Hamiltonian or from a sampling algorithm. Higher excited states, correlated samples and the bias of a ratio estimator are left out.

The hypotheses $g>0$ and $D>0$ carry the physics. The first says that the excited fermionic states present in the trial function are separated from the ground state by a finite gap, so that projection converges exponentially. The second says that the fermionic ground state lies strictly above the bosonic one, which is the origin of the sign problem here.

Two more definitions fix the scales:

$$p=\frac{g}{2(g+D)},\qquad t_b=\frac{\ln M}{2(g+D)}.$$

They are `rate g D` and `balanceTime g D M`. At the balance time $t_b$ the two parts of the error are equal.

## What the theorems say about the error

`rpow_lt_transientError` states that $\mathrm{err}(t)>M^{-p}$ for every real $t$ and every real $M>0$. The inequality is strict. `transientError_balanceTime` states that $\mathrm{err}(t_b)=2M^{-p}$. At $M=1$ this reads $t_b=0$, with error $2$ and lower bound $1$.

`convergence_exponent` turns these two facts into a statement about rates. Here $M$ is a natural number, and the projection time may be chosen afresh for each $M$, which Lean expresses by a function `t : ℕ → ℝ`. A constant $C$ and such a choice of times with

$$\mathrm{err}(t(M))\le C\,M^{-a}\quad\text{for all } M\ge 1$$

exist exactly when $a\le p$. The constant must not depend on $M$, but it may depend on $g$, $D$ and $a$. So $p$ is the largest exponent that any schedule of projection times can reach in this model, and it is reached.

`rate_lt_half` adds that $p<\tfrac12$: the convergence is always slower than the usual Monte Carlo rate $M^{-1/2}$.

The last two theorems locate the minimum. With the shift

$$s_0=\frac{\ln(g/D)}{g+D},$$

called `optimalShift g D`, `transientError_min` says that no real time gives a smaller error than $t_b+s_0$. `transientError_min_value` gives the error there:

$$\mathrm{err}(t_b+s_0)=\Bigl(1+\frac gD\Bigr)\Bigl(\frac gD\Bigr)^{-g/(g+D)}M^{-p}.$$

The prefactor is greater than $1$ by the lower bound and at most $2$ by comparison with the balance time. Choosing $t_b$ in place of the true optimum thus costs less than a factor of two in the error.

The theorems allow negative $t$, which is not a projection. The exponent is unaffected, since the lower bound covers all times and $t_b\ge 0$ for $M\ge1$. The minimiser, however, is negative when $\sqrt M<D/g$. With so few samples the model's best non-negative time is $t=0$, that is, no projection at all.

## Consequences for the number of samples

Read backwards, the lower bound says that an error of at most $\varepsilon>0$ requires

$$M>\varepsilon^{-2(1+D/g)}.$$

For $D=9g$ the exponent is $p=\tfrac1{20}$. Once $M\ge81$, so that the minimiser is not negative, halving the minimal error takes $2^{20}$, about a million, times as many samples. If $D$ grows in proportion to the particle number while $g$ stays fixed, the number of samples needed for a fixed $\varepsilon<1$ grows at least exponentially with the particle number. Within this model of independent samples and two exponentials, that is how the sign problem limits unconstrained projection in electronic-structure calculations.

## Factoring out the number of samples

Everything rests on measuring time from $t_b$. Write $t=t_b+s$. For the systematic part,

$$g\,t_b=\frac{g}{2(g+D)}\ln M=p\ln M,
\qquad\text{so}\qquad e^{-g(t_b+s)}=M^{-p}e^{-gs}.$$

For the statistical part, note that

$$\frac{g}{2(g+D)}+\frac{D}{2(g+D)}=\frac12,$$

hence $D\,t_b=(\tfrac12-p)\ln M$ and

$$\frac{e^{D(t_b+s)}}{\sqrt M}=M^{1/2-p}\,M^{-1/2}\,e^{Ds}=M^{-p}e^{Ds}.$$

Adding the two parts gives

$$\mathrm{err}(t_b+s)=M^{-p}\bigl(e^{-gs}+e^{Ds}\bigr).$$

This is `transientError_scaling`. Its steps `h1` and `h2` are the two displayed computations: powers of $M$ are rewritten as exponentials of $\ln M$, and the exponents are compared. The identity with sum $\tfrac12$ is called `key`. It enters the second comparison multiplied by $\ln M$, through `linear_combination Real.log M * key`.

## The lower bound and the factor of two

It remains to look at $f(s)=e^{-gs}+e^{Ds}$, which no longer contains $M$.

- If $s\le0$, then $-gs\ge0$, so $e^{-gs}\ge1$, while $e^{Ds}>0$.
- If $s\ge0$, then $Ds\ge0$, so $e^{Ds}\ge1$, while $e^{-gs}>0$.

Either way $f(s)>1$. Multiplication by the positive number $M^{-p}$ gives the strict bound. In `rpow_lt_transientError` an arbitrary $t$ is first written as $t_b+(t-t_b)$, the difference is renamed `s`, and `le_total s 0` produces the two cases.

At $s=0$ both exponentials equal $1$, so $f(0)=2$. This is the proof of `transientError_balanceTime`.

## Why no schedule of times beats the exponent

Suppose that $\mathrm{err}(t(M))\le C M^{-a}$ for all $M\ge1$, with $a>p$. Together with the lower bound this gives

$$M^{-p}<\mathrm{err}(t(M))\le C\,M^{-a},\qquad\text{hence}\qquad M^{a-p}<C$$

for every $M\ge1$. Since $a-p>0$, the left side grows without limit, which is a contradiction.

The Lean proof follows the same line. `hlim` records that $M^{a-p}$ tends to infinity along the natural numbers. From it the proof extracts one $M\ge1$ with $M^{a-p}>C$. The splitting $M^{-p}=M^{a-p}M^{-a}$, named `hsplit`, then shows that $M^{-p}>C M^{-a}$ at this $M$, against the assumed bound.

Conversely, let $a\le p$. Choose $t(M)=t_b$ and $C=2$. For $M\ge1$ raising the exponent never lowers the power, so $M^{-p}\le M^{-a}$ and

$$\mathrm{err}(t_b)=2M^{-p}\le 2M^{-a}.$$

The inequality $p<\tfrac12$ is elementary: after multiplication by the positive number $2(g+D)$ it says $g<g+D$.

## The true minimum from two tangent lines

The balance time makes the two terms equal, whereas the minimum makes their slopes cancel. Setting $f'(s)=0$ gives

$$D e^{Ds}=g e^{-gs},\qquad e^{(g+D)s}=\frac gD,\qquad s=s_0.$$

Thus $e^{Ds_0}=(g/D)\,e^{-gs_0}$, which is `exp_optimalShift`. When $g=D$ the shift vanishes and the two times coincide, as in the opening example.

To see that $s_0$ is a global minimum, take any real $u$ and use $e^x\ge1+x$ on both exponentials:

$$\begin{aligned}
f(s_0+u)&=e^{-gs_0}e^{-gu}+e^{Ds_0}e^{Du}\\
&\ge e^{-gs_0}(1-gu)+e^{Ds_0}(1+Du)\\
&=f(s_0)+u\bigl(De^{Ds_0}-ge^{-gs_0}\bigr)=f(s_0).
\end{aligned}$$

In `transientError_min` the cancellation of slopes is `hbal`. The tangent inequalities, multiplied by their positive factors, are `h1` and `h2`, and `h3` is the cancellation multiplied by $u$. The final `nlinarith` adds them up. No derivative is taken in Lean, because the tangent inequality does the work of a convexity argument.

For the minimal value, the definition of $s_0$ gives

$$e^{-gs_0}=\exp\Bigl(-\frac{g}{g+D}\ln\frac gD\Bigr)=\Bigl(\frac gD\Bigr)^{-g/(g+D)},$$

and therefore

$$f(s_0)=e^{-gs_0}+\frac gD\,e^{-gs_0}=\Bigl(1+\frac gD\Bigr)\Bigl(\frac gD\Bigr)^{-g/(g+D)}.$$

Multiplying by $M^{-p}$ yields `transientError_min_value`.

## The same exponent with general prefactors

A real calculation has amplitudes in front of both terms: one set by the overlap of the trial function with the excited state, the other by the spread of the estimator. The argument above extends by hand to

$$A e^{-gt}+B\,\frac{e^{Dt}}{\sqrt M},\qquad A,B>0.$$

The two terms are equal when $e^{(g+D)t}=A\sqrt M/B$, and their common value is then

$$A^{D/(g+D)}\,B^{g/(g+D)}\,M^{-p}.$$

Before that time the first term is at least this large, and after it the second is. The error therefore always exceeds the common value and equals twice that value at the crossing. A trial function that lowers $A$ or $B$ without raising the other, with the same $g$ and $D$, lowers the constant but leaves the exponent $p$ as it was.
